# Transfer-matrix eigenvalues of a Hermitian chain with invertible hopping pair as μ and 1/μ̄ at real energy

To find an edge state of a half-infinite lead at an energy in its gap, a code can diagonalise the lead's transfer matrix, keep the modes that decay into the lead, and match them to the boundary. With $m$ orbitals per cell, the boundary supplies $m$ linear conditions. The matching problem is square only if exactly $m$ modes decay.

## Counting decaying modes at a real energy

Let $\psi_n\in\mathbb C^m$ be the amplitude in cell $n$, with

$$T\psi_{n+1}+V\psi_n+T^\dagger\psi_{n-1}=E\psi_n .$$

The on-site block $V$ is Hermitian, $E$ is real, and the hopping block $T$ is invertible: no combination of orbitals in a cell is decoupled from the next cell. The transfer matrix $M$ takes $(\psi_n,\psi_{n-1})$ to $(\psi_{n+1},\psi_n)$. Here $\mu$ denotes an eigenvalue of $M$, not a chemical potential.

The eigenvalues $\mu$ and $1/\bar\mu$ have equal algebraic multiplicity. If $N_<$ eigenvalues lie inside the unit disc and $N_=$ on the unit circle, counted with multiplicity, then

$$2N_<+N_= = 2m .$$

Hence $N_<=m$ exactly when no eigenvalue has modulus one. Equivalently, $E$ is not an eigenvalue of the Bloch Hamiltonian $H(k)=V+e^{ik}T+e^{-ik}T^\dagger$ at any real $k$.

## Matching the decaying modes to an edge

Let the lead occupy $n\ge1$, with the hard-wall condition $\psi_0=0$. An eigenvector of $M$ has the form $(\mu_j\varphi_j,\varphi_j)$ and gives the solution $\psi_n=\mu_j^n\varphi_j$, which decays to the right if $|\mu_j|<1$. When $M$ is diagonalisable and $E$ lies in a gap, the code collects the $m$ decaying vectors $\varphi_j$ as columns of a square matrix $\Phi$. An edge state $\psi_n=\sum_j c_j\mu_j^n\varphi_j$ must satisfy $\Phi c=0$, so one exists at $E$ exactly when $\det\Phi=0$.

At an energy in a band, $N_<$ is smaller than $m$. Modulus does not distinguish the modes on the circle, so a transport code working at real $E$ can select among them by another criterion, such as group velocity. Alternatively, it can give $E$ a small imaginary part, which leaves no mode on the circle. For non-interacting electrons in a periodic lead, the count thus tells a simulation when sorting by modulus alone is enough at real $E$.

## From a block determinant to the mode count

Write $A=T^{-1}(E-V)$ and $B=T^{-1}T^\dagger$. Then

$$z-M=\begin{pmatrix}z-A&B\\-1&z\end{pmatrix}.$$

Adding $(z-1)$ times the first block column to the second leaves the determinant unchanged and makes the lower-right block $1$. The Schur complement gives

$$\det(z-M)=\det\big((z-A)+(z-1)(z-A)+B\big)=\det\big(z(z-A)+B\big).$$

Let $\chi(z)=\det(z-M)$. Multiplying by $\det T$,

$$\det T\,\chi(z)=\det P(z),\qquad P(z)=z^2T+z(V-E)+T^\dagger .$$

At $z=0$ this gives $\chi(0)=\det T^\dagger/\det T\ne0$, so zero is not an eigenvalue.

For $z\ne0$, Hermiticity of $V$ and reality of $E$ give $P(z)=z^2P(1/\bar z)^\dagger$. Taking determinants,

$$\chi(z)=\frac{\overline{\det T}}{\det T}\,z^{2m}\,\overline{\chi(1/\bar z)} .$$

Now factor $\chi(z)=\prod_j(z-a_j)$. Each factor reflects as

$$z\,\overline{(1/\bar z-a_j)}=1-z\bar a_j=-\bar a_j\,(z-1/\bar a_j).$$

So $\chi(z)$ is a nonzero constant times $\prod_j(z-1/\bar a_j)$ for all $z\ne0$, and hence as a polynomial. The lists $\{a_j\}$ and $\{1/\bar a_j\}$ therefore agree with multiplicity.

Reflection exchanges the inside and the outside of the disc, so $N_<=N_>$, where $N_>$ counts the eigenvalues outside. Since $N_<+N_=+N_>=2m$, the count follows. Finally,

$$P(e^{ik})=e^{ik}\,(H(k)-E),$$

so $e^{ik}$ is an eigenvalue of $M$ exactly when $\det(H(k)-E)=0$.

## The Lean file

```lean
import Mathlib

open Matrix Polynomial

namespace BlockTransferMatrix

noncomputable section

variable {ι : Type*} [Fintype ι] [DecidableEq ι]

/-- The transfer matrix of the chain with hopping block `T`, on-site block `V` and energy `E`,
for invertible `T`. -/
def transfer (T V : Matrix ι ι ℂ) (E : ℝ) : Matrix (ι ⊕ ι) (ι ⊕ ι) ℂ :=
  fromBlocks (T⁻¹ * ((E : ℂ) • 1 - V)) (-(T⁻¹ * Tᴴ)) 1 0

/-- The quadratic pencil `z² T + z (V - E) + T†`, obtained by inserting `ψ_n = zⁿ φ` into the
lattice Schrödinger equation. -/
def pencil (T V : Matrix ι ι ℂ) (E : ℝ) (z : ℂ) : Matrix ι ι ℂ :=
  z ^ 2 • T + z • (V - (E : ℂ) • 1) + Tᴴ

/-- The Bloch Hamiltonian `V + e^{ik} T + e^{-ik} T†` of the infinite chain. -/
def bloch (T V : Matrix ι ι ℂ) (k : ℝ) : Matrix ι ι ℂ :=
  V + Complex.exp (k * Complex.I) • T + Complex.exp (-(k * Complex.I)) • Tᴴ

/-- For invertible `T`, the lattice Schrödinger equation at site `n` holds exactly when the
transfer matrix takes `(ψ_n, ψ_{n-1})` to `(ψ_{n+1}, ψ_n)`. -/
theorem schrodinger_iff_transfer {T : Matrix ι ι ℂ} (hT : IsUnit T.det) (V : Matrix ι ι ℂ)
    (E : ℝ) (ψ : ℤ → ι → ℂ) (n : ℤ) :
    T *ᵥ ψ (n + 1) + V *ᵥ ψ n + Tᴴ *ᵥ ψ (n - 1) = (E : ℂ) • ψ n ↔
      transfer T V E *ᵥ Sum.elim (ψ n) (ψ (n - 1)) = Sum.elim (ψ (n + 1)) (ψ n) := by
  have key : transfer T V E *ᵥ Sum.elim (ψ n) (ψ (n - 1)) =
      Sum.elim (T⁻¹ *ᵥ ((E : ℂ) • ψ n - V *ᵥ ψ n - Tᴴ *ᵥ ψ (n - 1))) (ψ n) := by
    rw [transfer, fromBlocks_mulVec, Sum.elim_comp_inl, Sum.elim_comp_inr]
    congr 1
    · simp only [mulVec_sub, ← mulVec_mulVec, sub_mulVec, smul_mulVec, one_mulVec, neg_mulVec]
      abel
    · simp
  rw [key]
  constructor
  · intro h
    have h1 : (E : ℂ) • ψ n - V *ᵥ ψ n - Tᴴ *ᵥ ψ (n - 1) = T *ᵥ ψ (n + 1) := by
      rw [← h]; abel
    rw [h1, mulVec_mulVec, nonsing_inv_mul _ hT, one_mulVec]
  · intro h
    have h1 : T⁻¹ *ᵥ ((E : ℂ) • ψ n - V *ᵥ ψ n - Tᴴ *ᵥ ψ (n - 1)) = ψ (n + 1) :=
      funext fun i => congrFun h (Sum.inl i)
    rw [← h1, mulVec_mulVec, mul_nonsing_inv _ hT, one_mulVec]
    abel

/-- For invertible `T`, the characteristic polynomial of the transfer matrix, multiplied by
`det T`, is the determinant of the quadratic pencil. -/
theorem det_mul_charpoly {T : Matrix ι ι ℂ} (hT : IsUnit T.det) (V : Matrix ι ι ℂ)
    (E : ℝ) (z : ℂ) :
    T.det * (transfer T V E).charpoly.eval z = (pencil T V E z).det := by
  -- a unimodular column operation brings `z - M` to a form with a Schur complement
  have block : ∀ A B : Matrix ι ι ℂ, (Matrix.scalar (ι ⊕ ι) z - fromBlocks A (-B) 1 0).det =
      (z • (z • 1 - A) + B).det := by
    intro A B
    have hs : Matrix.scalar (ι ⊕ ι) z = fromBlocks (z • 1) 0 0 (z • 1) := by
      ext (i | i) (j | j) <;> simp [diagonal_apply, one_apply]
    have hU : (fromBlocks 1 ((z - 1) • 1) 0 1 : Matrix (ι ⊕ ι) (ι ⊕ ι) ℂ).det = 1 := by
      rw [det_fromBlocks_zero₂₁, det_one, mul_one]
    have hprod : (Matrix.scalar (ι ⊕ ι) z - fromBlocks A (-B) 1 0) *
        fromBlocks 1 ((z - 1) • 1) 0 1 =
        fromBlocks (z • 1 - A) ((z - 1) • (z • 1 - A) + B) (-1) 1 := by
      rw [hs, sub_eq_add_neg, fromBlocks_neg, fromBlocks_add, fromBlocks_multiply,
        fromBlocks_inj]
      refine ⟨?_, ?_, ?_, ?_⟩ <;>
        simp only [Matrix.mul_one, Matrix.mul_zero, Matrix.mul_smul, neg_neg, neg_zero,
          add_zero, zero_add] <;> module
    have hd := congrArg Matrix.det hprod
    rw [det_mul, hU, mul_one, det_fromBlocks_one₂₂] at hd
    have hin : (z • 1 - A) - ((z - 1) • (z • 1 - A) + B) * (-1) = z • (z • 1 - A) + B := by
      rw [Matrix.mul_neg, Matrix.mul_one]; module
    rw [hd, hin]
  have hc : ∀ B : Matrix ι ι ℂ, T * (T⁻¹ * B) = B := fun B => by
    rw [← Matrix.mul_assoc, mul_nonsing_inv _ hT, Matrix.one_mul]
  have h : T * (z • (z • 1 - T⁻¹ * ((E : ℂ) • 1 - V)) + T⁻¹ * Tᴴ) = pencil T V E z := by
    rw [Matrix.mul_add, Matrix.mul_smul, Matrix.mul_sub, Matrix.mul_smul, Matrix.mul_one,
      hc, hc, pencil]
    module
  rw [Matrix.eval_charpoly, transfer, block, ← det_mul, h]

/-- For Hermitian `V`, real `E` and `z ≠ 0`, the determinant of the pencil at `z` is fixed by its
value at the reflected point `1 / conj z`. -/
theorem det_pencil_reflect (T : Matrix ι ι ℂ) {V : Matrix ι ι ℂ} (hV : V.IsHermitian) (E : ℝ)
    {z : ℂ} (hz : z ≠ 0) :
    (pencil T V E z).det =
      z ^ (2 * Fintype.card ι) * star (pencil T V E (star z)⁻¹).det := by
  have hE : star (E : ℂ) = E := Complex.conj_ofReal E
  have h1 : z ^ 2 * z⁻¹ ^ 2 = 1 := by rw [← mul_pow, mul_inv_cancel₀ hz, one_pow]
  have h2 : z ^ 2 * z⁻¹ = z := by rw [pow_two, mul_assoc, mul_inv_cancel₀ hz, mul_one]
  have h : pencil T V E z = z ^ 2 • (pencil T V E (star z)⁻¹)ᴴ := by
    simp only [pencil, conjTranspose_add, conjTranspose_smul, conjTranspose_sub,
      conjTranspose_conjTranspose, conjTranspose_one, hV.eq, star_pow, star_inv₀, star_star,
      hE, smul_add, smul_smul, h1, h2, one_smul]
    abel
  rw [h, det_smul, det_conjTranspose, ← pow_mul]

/-- If a monic complex polynomial with nonzero constant term is proportional to its conjugate
reciprocal, its roots with multiplicity are invariant under `a ↦ 1 / conj a`. -/
theorem roots_reflect {p : ℂ[X]} (hp : p.Monic) (h0 : p.eval 0 ≠ 0) (c : ℂ)
    (h : ∀ z : ℂ, z ≠ 0 →
      p.eval z = c * (z ^ p.natDegree * star (p.eval (star z)⁻¹))) :
    p.roots = p.roots.map (fun a => (star a)⁻¹) := by
  have hc : Multiset.card p.roots = p.natDegree :=
    Polynomial.splits_iff_card_roots.mp (IsAlgClosed.splits p)
  have hev : ∀ z, p.eval z = (p.roots.map (fun a => z - a)).prod := by
    intro z
    have e := congrArg (Polynomial.eval z)
      (Polynomial.prod_multiset_X_sub_C_of_monic_of_roots_card_eq hp hc)
    rw [eval_multiset_prod, Multiset.map_map] at e
    simp only [Function.comp_def, eval_sub, eval_X, eval_C] at e
    exact e.symm
  have hs0 : ∀ a ∈ p.roots, a ≠ 0 := by
    rintro a ha rfl
    exact h0 (isRoot_of_mem_roots ha)
  -- reflect the linear factors one by one
  have refl : ∀ z : ℂ, z ≠ 0 → ∀ s : Multiset ℂ, (∀ a ∈ s, a ≠ 0) →
      z ^ Multiset.card s * star (s.map (fun a => (star z)⁻¹ - a)).prod =
        (s.map (fun a => -star a)).prod * (s.map (fun a => z - (star a)⁻¹)).prod := by
    intro z hz s hs
    induction s using Multiset.induction_on with
    | empty => simp
    | cons a s ih =>
      have ha : star a ≠ 0 := star_ne_zero.mpr (hs a (Multiset.mem_cons_self a s))
      have ih' := ih (fun b hb => hs b (Multiset.mem_cons_of_mem hb))
      have h1 : z * star ((star z)⁻¹ - a) = -star a * (z - (star a)⁻¹) := by
        rw [star_sub, star_inv₀, star_star]
        linear_combination mul_inv_cancel₀ hz - mul_inv_cancel₀ ha
      simp only [Multiset.card_cons, Multiset.map_cons, Multiset.prod_cons, pow_succ, star_mul']
      linear_combination (z ^ Multiset.card s *
        star (s.map (fun a => (star z)⁻¹ - a)).prod) * h1 +
        (-star a * (z - (star a)⁻¹)) * ih'
  have hpr : p = C (c * (p.roots.map (fun a => -star a)).prod) *
      ((p.roots.map (fun a => (star a)⁻¹)).map (fun b => X - C b)).prod := by
    apply mul_left_cancel₀ (X_ne_zero : (X : ℂ[X]) ≠ 0)
    apply Polynomial.funext
    intro z
    by_cases hz : z = 0
    · simp [hz]
    have hr : (((p.roots.map (fun a => (star a)⁻¹)).map (fun b => X - C b)).prod).eval z =
        (p.roots.map (fun a => z - (star a)⁻¹)).prod := by
      rw [eval_multiset_prod, Multiset.map_map, Multiset.map_map]
      simp only [Function.comp_def, eval_sub, eval_X, eval_C]
    rw [eval_mul, eval_mul, eval_mul, eval_C, hr, h z hz, hev, ← hc, refl z hz _ hs0]
    ring
  have hk : c * (p.roots.map (fun a => -star a)).prod ≠ 0 := by
    intro hk
    apply hp.ne_zero
    rw [hpr, hk, map_zero, zero_mul]
  exact (congrArg Polynomial.roots hpr).trans
    (by rw [roots_C_mul _ hk, roots_multiset_prod_X_sub_C])

/-- For invertible `T`, zero is not an eigenvalue of the transfer matrix. -/
theorem charpoly_zero_ne {T : Matrix ι ι ℂ} (hT : IsUnit T.det) (V : Matrix ι ι ℂ) (E : ℝ) :
    (transfer T V E).charpoly.eval 0 ≠ 0 := by
  intro h
  have e := det_mul_charpoly hT V E 0
  have h1 : pencil T V E 0 = Tᴴ := by simp [pencil]
  rw [h, mul_zero, h1, det_conjTranspose] at e
  exact hT.ne_zero (star_eq_zero.mp e.symm)

/-- For invertible `T`, Hermitian `V` and real `E`, the eigenvalues of the transfer matrix, listed
with algebraic multiplicity, are invariant under `μ ↦ 1 / conj μ`. -/
theorem transfer_roots {T V : Matrix ι ι ℂ} (hT : IsUnit T.det) (hV : V.IsHermitian) (E : ℝ) :
    (transfer T V E).charpoly.roots =
      (transfer T V E).charpoly.roots.map (fun a => (star a)⁻¹) := by
  apply roots_reflect (charpoly_monic _) (charpoly_zero_ne hT V E) (T.det⁻¹ * star T.det)
  intro z hz
  have e := det_mul_charpoly hT V E z
  rw [det_pencil_reflect T hV E hz, ← det_mul_charpoly hT V E (star z)⁻¹, star_mul'] at e
  rw [charpoly_natDegree_eq_dim, Fintype.card_sum, ← two_mul]
  apply mul_left_cancel₀ hT.ne_zero
  rw [e, mul_assoc, mul_inv_cancel_left₀ hT.ne_zero]
  ring

/-- For invertible `T`, Hermitian `V` and real `E`, two numbers with `conj μ * ν = 1` have the
same algebraic multiplicity as eigenvalues of the transfer matrix. -/
theorem multiplicity_pairing {T V : Matrix ι ι ℂ} (hT : IsUnit T.det) (hV : V.IsHermitian)
    (E : ℝ) {μ ν : ℂ} (h : star μ * ν = 1) :
    (transfer T V E).charpoly.rootMultiplicity μ =
      (transfer T V E).charpoly.rootMultiplicity ν := by
  have hinj : Function.Injective (fun a : ℂ => (star a)⁻¹) :=
    fun a b hab => star_injective (inv_injective hab)
  rw [eq_inv_of_mul_eq_one_right h, ← count_roots, ← count_roots]
  conv_rhs => rw [transfer_roots hT hV E]
  exact (Multiset.count_map_eq_count' _ _ hinj μ).symm

/-- For invertible `m × m` hopping `T`, Hermitian `V` and real `E`, twice the number of transfer
eigenvalues inside the unit disc plus the number on the unit circle is `2m`, with multiplicity. -/
theorem mode_count {T V : Matrix ι ι ℂ} (hT : IsUnit T.det) (hV : V.IsHermitian) (E : ℝ) :
    2 * (transfer T V E).charpoly.roots.countP (fun a => ‖a‖ < 1) +
      (transfer T V E).charpoly.roots.countP (fun a => ‖a‖ = 1) = 2 * Fintype.card ι := by
  -- reflection exchanges the inside and the outside of the disc
  have hio : (transfer T V E).charpoly.roots.countP (fun a => ‖a‖ < 1) =
      (transfer T V E).charpoly.roots.countP (fun a => 1 < ‖a‖) := by
    conv_lhs => rw [transfer_roots hT hV E]
    rw [Multiset.countP_map, Multiset.countP_eq_card_filter]
    refine congrArg Multiset.card (Multiset.filter_congr fun a ha => ?_)
    have ha0 : a ≠ 0 := by
      rintro rfl
      exact charpoly_zero_ne hT V E (isRoot_of_mem_roots ha)
    rw [norm_inv, norm_star, inv_lt_one₀ (norm_pos_iff.mpr ha0)]
  have tri : ∀ s : Multiset ℂ, s.countP (fun a => ‖a‖ < 1) + s.countP (fun a => ‖a‖ = 1) +
      s.countP (fun a => 1 < ‖a‖) = Multiset.card s := by
    intro s
    induction s using Multiset.induction_on with
    | empty => simp
    | cons a s ih =>
      rcases lt_trichotomy ‖a‖ 1 with h | h | h
      · simp only [Multiset.countP_cons, Multiset.card_cons, if_pos h, if_neg h.ne,
          if_neg (not_lt.mpr h.le)]
        omega
      · simp only [Multiset.countP_cons, Multiset.card_cons, if_pos h,
          if_neg (not_lt.mpr h.ge), if_neg (not_lt.mpr h.le)]
        omega
      · simp only [Multiset.countP_cons, Multiset.card_cons, if_pos h, if_neg h.ne',
          if_neg (not_lt.mpr h.le)]
        omega
  have hcard : Multiset.card (transfer T V E).charpoly.roots = 2 * Fintype.card ι := by
    rw [Polynomial.splits_iff_card_roots.mp (IsAlgClosed.splits _),
      charpoly_natDegree_eq_dim, Fintype.card_sum, ← two_mul]
  have ht := tri (transfer T V E).charpoly.roots
  omega

/-- For invertible `m × m` hopping `T`, Hermitian `V` and real `E`, exactly `m` transfer
eigenvalues, with multiplicity, lie inside the unit disc if and only if none has modulus one. -/
theorem half_inside_iff {T V : Matrix ι ι ℂ} (hT : IsUnit T.det) (hV : V.IsHermitian) (E : ℝ) :
    (transfer T V E).charpoly.roots.countP (fun a => ‖a‖ < 1) = Fintype.card ι ↔
      ∀ μ : ℂ, (transfer T V E).charpoly.IsRoot μ → ‖μ‖ ≠ 1 := by
  have hm := mode_count hT hV E
  have hz : (transfer T V E).charpoly.roots.countP (fun a => ‖a‖ = 1) = 0 ↔
      ∀ μ : ℂ, (transfer T V E).charpoly.IsRoot μ → ‖μ‖ ≠ 1 := by
    rw [Multiset.countP_eq_zero]
    exact ⟨fun h μ hμ => h μ ((mem_roots (charpoly_monic _).ne_zero).mpr hμ),
      fun h μ hμ => h μ (isRoot_of_mem_roots hμ)⟩
  rw [← hz]
  omega

/-- For invertible `m × m` hopping `T`, Hermitian `V` and real `E`, exactly `m` transfer
eigenvalues, with multiplicity, lie inside the unit disc if and only if `E` is not an eigenvalue
of the Bloch Hamiltonian at any real `k`. -/
theorem half_inside_iff_gap {T V : Matrix ι ι ℂ} (hT : IsUnit T.det) (hV : V.IsHermitian)
    (E : ℝ) :
    (transfer T V E).charpoly.roots.countP (fun a => ‖a‖ < 1) = Fintype.card ι ↔
      ∀ k : ℝ, (bloch T V k - (E : ℂ) • 1).det ≠ 0 := by
  -- on the unit circle the pencil is a phase times `H(k) - E`
  have hb : ∀ k : ℝ, pencil T V E (Complex.exp (k * Complex.I)) =
      Complex.exp (k * Complex.I) • (bloch T V k - (E : ℂ) • 1) := by
    intro k
    have h1 : Complex.exp (k * Complex.I) * Complex.exp (-(k * Complex.I)) = 1 := by
      rw [← Complex.exp_add, add_neg_cancel, Complex.exp_zero]
    simp only [pencil, bloch, smul_add, smul_sub, smul_smul, h1, one_smul, pow_two]
    abel
  rw [half_inside_iff hT hV E]
  constructor
  · intro h k hk
    refine h (Complex.exp (k * Complex.I)) ?_ (Complex.norm_exp_ofReal_mul_I k)
    have e := det_mul_charpoly hT V E (Complex.exp (k * Complex.I))
    rw [hb, det_smul, hk, mul_zero] at e
    exact (mul_eq_zero.mp e).resolve_left hT.ne_zero
  · intro h μ hμ hn
    have hphase : Complex.exp (Complex.arg μ * Complex.I) = μ := by
      have e := Complex.norm_mul_exp_arg_mul_I μ
      rwa [hn, Complex.ofReal_one, one_mul] at e
    have hμ0 : (transfer T V E).charpoly.eval μ = 0 := hμ
    have e := det_mul_charpoly hT V E μ
    have hbμ := hb (Complex.arg μ)
    rw [hphase] at hbμ
    rw [hμ0, mul_zero, hbμ, det_smul] at e
    have hμne : μ ≠ 0 := by
      rw [← hphase]
      exact Complex.exp_ne_zero _
    exact h (Complex.arg μ) ((mul_eq_zero.mp e.symm).resolve_left (pow_ne_zero _ hμne))

end

end BlockTransferMatrix
```

```lean
#print axioms BlockTransferMatrix.schrodinger_iff_transfer
#print axioms BlockTransferMatrix.transfer_roots
#print axioms BlockTransferMatrix.multiplicity_pairing
#print axioms BlockTransferMatrix.half_inside_iff_gap
```

```
'BlockTransferMatrix.schrodinger_iff_transfer' depends on axioms: [propext, Classical.choice, Quot.sound]
'BlockTransferMatrix.transfer_roots' depends on axioms: [propext, Classical.choice, Quot.sound]
'BlockTransferMatrix.multiplicity_pairing' depends on axioms: [propext, Classical.choice, Quot.sound]
'BlockTransferMatrix.half_inside_iff_gap' depends on axioms: [propext, Classical.choice, Quot.sound]
```

## What the Lean theorems say about a lead

The finite type `ι` labels the orbitals in a cell, and `Fintype.card ι` is $m$. The type `ι ⊕ ι` indexes the stacked pair of cells. `IsUnit T.det` states that $T$ is invertible, `ᴴ` is the adjoint and `star` on numbers is complex conjugation. The lattice spacing is one, and $T$ multiplies the amplitude of the cell to the right.

`schrodinger_iff_transfer` ties `transfer` to the lattice equation at each site. Eigenvalues with multiplicity are `charpoly.roots`, and `countP` counts those that satisfy a condition. The main results are `multiplicity_pairing`, `mode_count`, `half_inside_iff` and `half_inside_iff_gap`.

`det_mul_charpoly` carries out the column operation, and `det_pencil_reflect` gives the symmetry of $P$. `roots_reflect` reflects the linear factors by induction on the list of roots; it multiplies both sides by `X` so that the polynomials can also be compared at zero. `transfer_roots` applies this to $M$. In `mode_count`, `omega` combines the equality of inside and outside with the total. The last theorem writes a unit-modulus root as $e^{ik}$ using its argument.

The multiplicities are algebraic. For a defective $M$ there may be fewer than $m$ decaying eigenvectors, and $\Phi$ must then be built from a basis of the decaying invariant subspace. The theorems do not address singular $T$, overlap matrices, complex energies $E+i\eta$ or rounding errors, and they make no statement about whether an edge state exists. Applying them to a real wire also assumes that it is well described by identical cells with non-interacting electrons and hopping only between neighbouring cells.
